# The tetrahedral group leaves exactly four polarization classes of the fcc lattice invariant

A zincblende crystal has tetrahedral symmetry, which rules out a nonzero polar vector. Yet if one adds up charge times position over a primitive cell, the dipole is in general not zero, and it changes when an ion is replaced by one of its periodic images. Moving the corresponding elementary charge in every cell by the same lattice vector gives back the same crystal, so the polarization is fixed only up to such shifts, and symmetry can only demand invariance up to them. Which polarizations meet that weaker demand, and which one does zincblende have?

## Lattice, group and dipole

Lengths are in units of the cubic lattice constant $a$. A polarization $\mathbf P$ in a primitive cell of volume $\Omega$ becomes the dimensionless vector $p=\Omega\mathbf P/(ea)\in\mathbb R^3$, with $e$ the elementary charge. Coordinates are numbered $i=0,1,2$, as in Lean's `Fin 3`.

```lean
import Mathlib

open Finset

namespace TetrahedralPolarization

noncomputable section

/-- Vectors in Cartesian coordinates, in units of the cubic lattice constant. -/
abbrev V := Fin 3 → ℝ
```

The fcc lattice $L$, in Lean `fcc`, consists of the corners and face centres of unit cubes. It is declared as an additive subgroup, so its definition includes the proofs that it contains zero and is closed under sums and negatives.

```lean
/-- The fcc lattice: half-integer vectors `n / 2` whose integer coordinates `n` have even sum. -/
def fcc : AddSubgroup V where
  carrier := {v | ∃ n : Fin 3 → ℤ, Even (∑ i, n i) ∧ ∀ i, v i = (n i : ℝ) / 2}
  zero_mem' := ⟨0, by simp, by simp⟩
  add_mem' := by
    rintro v w ⟨n, hn, hv⟩ ⟨m, hm, hw⟩
    refine ⟨n + m, ?_, fun i => ?_⟩
    · simp only [Pi.add_apply, Finset.sum_add_distrib]
      exact hn.add hm
    · simp only [Pi.add_apply, hv, hw]
      push_cast
      ring
  neg_mem' := by
    rintro v ⟨n, hn, hv⟩
    refine ⟨-n, ?_, fun i => ?_⟩
    · simp only [Pi.neg_apply, Finset.sum_neg_distrib]
      exact hn.neg
    · simp only [Pi.neg_apply, hv]
      push_cast
      ring
```

Two kinds of linear map generate the symmetry group $G$. A permutation $\sigma$ acts by $(T_\sigma p)_i=p_{\sigma(i)}$. The double flip $F_k$ keeps coordinate $k$ and reverses the other two. Both are written as invertible linear maps.

```lean
/-- The linear map that permutes the Cartesian coordinates. -/
def permute (σ : Equiv.Perm (Fin 3)) : V ≃ₗ[ℝ] V where
  toFun p := fun i => p (σ i)
  map_add' _ _ := rfl
  map_smul' _ _ := rfl
  invFun p := fun i => p (σ.symm i)
  left_inv p := by ext i; simp
  right_inv p := by ext i; simp

/-- The double sign flip that keeps coordinate `k` and reverses the other two. -/
def doubleFlip (k : Fin 3) : V ≃ₗ[ℝ] V where
  toFun p := fun i => if i = k then p i else -p i
  map_add' p q := by
    ext i
    by_cases h : i = k
    · simp [h]
    · simp [h, add_comm]
  map_smul' c p := by ext i; by_cases h : i = k <;> simp [h]
  invFun p := fun i => if i = k then p i else -p i
  left_inv p := by ext i; by_cases h : i = k <;> simp [h]
  right_inv p := by ext i; by_cases h : i = k <;> simp [h]
```

`pointGroup` is the smallest subgroup containing all of them. It is the tetrahedral group $T_d$, the point group of zincblende.

```lean
/-- The point group generated by coordinate permutations and double sign flips. -/
def pointGroup : Subgroup (V ≃ₗ[ℝ] V) :=
  Subgroup.closure (Set.range permute ∪ Set.range doubleFlip)
```

Write $D_j=\tfrac j4(1,1,1)$ for integer $j$; this is `diag j`. A charge $Z$ at $r_c$ and a charge $-Z$ at $r_a$ have the dipole $Zr_c-Zr_a$. The charges are integer point charges given in advance, and no electronic wavefunction enters.

```lean
/-- The vector `j (1,1,1) / 4` on the body diagonal of the cubic cell. -/
def diag (j : ℤ) : V := fun _ => (j : ℝ) / 4

/-- The ionic dipole of a cell with charge `Z` at `rc` and charge `-Z` at `ra`,
in units of the elementary charge times the lattice constant. -/
def ionicDipole (Z : ℤ) (rc ra : V) : V := Z • rc - Z • ra
```

## (a) Lattice points by parity

Show that $v\in L$ exactly when there are integers $n_i$ with
$$v_i=\frac{n_i}{2},\qquad n_0+n_1+n_2\ \text{even}.$$

At a cube corner all $v_i$ are integers, so all $n_i$ are even. At a face centre two coordinates are half-odd, so two of the $n_i$ are odd. No odd entries or two odd entries are precisely the cases with even sum. The file takes this criterion as the definition of `fcc`, so the proof is `Iff.rfl`.

```lean
/-- A vector is in the fcc lattice when it is half an integer vector of even coordinate sum. -/
theorem mem_fcc {v : V} :
    v ∈ fcc ↔ ∃ n : Fin 3 → ℤ, Even (∑ i, n i) ∧ ∀ i, v i = (n i : ℝ) / 2 := Iff.rfl
```

## (b) The group acts on the lattice

Show that for every $R\in G$ and every $v$,
$$Rv\in L\iff v\in L.$$

Let $v=n/2$ be in $L$. A permutation leaves the sum of the $n_i$ unchanged. The flip $F_k$ turns it into $2n_k-\sum_i n_i$, which is again even. So the generators map $L$ into itself. Their inverses, $T_{\sigma^{-1}}$ and $F_k$, are generators too, which gives the equivalence. It passes to products and inverses, hence to all of $G$.

In Lean, `hperm` and `hflip` are the two parity computations, and `Subgroup.closure_induction` handles generators, identity, products and inverses in turn.

```lean
/-- Every operation of the point group maps the fcc lattice onto itself. -/
theorem pointGroup_preserves_fcc {R : V ≃ₗ[ℝ] V} (hR : R ∈ pointGroup) :
    ∀ v, R v ∈ fcc ↔ v ∈ fcc := by
  have hperm : ∀ σ v, v ∈ fcc → permute σ v ∈ fcc := by
    rintro σ v ⟨n, hn, hv⟩
    refine mem_fcc.2 ⟨fun i => n (σ i), ?_, fun i => hv (σ i)⟩
    rw [Equiv.sum_comp σ n]
    exact hn
  have hflip : ∀ k v, v ∈ fcc → doubleFlip k v ∈ fcc := by
    rintro k v ⟨n, hn, hv⟩
    refine mem_fcc.2 ⟨fun i => if i = k then n i else -n i, ?_, fun i => ?_⟩
    · have hs : ∑ i, (if i = k then n i else -n i) = 2 * n k - ∑ i, n i := by
        fin_cases k <;> simp [Fin.sum_univ_three] <;> ring
      rw [hs]
      exact (even_two_mul _).sub hn
    · change (if i = k then v i else -v i) = _
      by_cases h : i = k
      · simp only [if_pos h, hv]
      · simp only [if_neg h, hv]
        push_cast
        ring
  unfold pointGroup at hR
  induction hR using Subgroup.closure_induction with
  | mem R h =>
    intro v
    rcases h with ⟨σ, rfl⟩ | ⟨k, rfl⟩
    · refine ⟨fun h => ?_, hperm σ v⟩
      have e : permute σ.symm (permute σ v) = v := by
        ext i
        change v (σ (σ.symm i)) = v i
        rw [Equiv.apply_symm_apply]
      exact e ▸ hperm σ.symm _ h
    · refine ⟨fun h => ?_, hflip k v⟩
      have e : doubleFlip k (doubleFlip k v) = v := (doubleFlip k).left_inv v
      exact e ▸ hflip k _ h
  | one => exact fun v => Iff.rfl
  | mul R S _ _ hR hS => exact fun v => (hR (S v)).trans (hS v)
  | inv R _ hR =>
    intro v
    have e : R (R⁻¹ v) = v := R.apply_symm_apply v
    have h := hR (R⁻¹ v)
    rw [e] at h
    exact h.symm
```

## (c) Vectors on the body diagonal

Show that for every integer $j$ and every $R\in G$,
$$RD_j-D_j\in L.$$

A permutation fixes $D_j$. For $F_k$ the difference is $0$ in coordinate $k$ and $-j/2$ in the other two, so the numerators sum to $-2j$, which is even. For a product,
$$RSD_j-D_j=R(SD_j-D_j)+(RD_j-D_j),$$
and both terms lie in $L$ by (b). For an inverse, $R(R^{-1}D_j-D_j)=-(RD_j-D_j)$ lies in $L$, and (b) removes the outer $R$. The Lean induction has the same cases.

```lean
/-- Every operation of the point group moves `j (1,1,1) / 4` by a lattice vector. -/
theorem diag_invariant (j : ℤ) {R : V ≃ₗ[ℝ] V} (hR : R ∈ pointGroup) :
    R (diag j) - diag j ∈ fcc := by
  unfold pointGroup at hR
  induction hR using Subgroup.closure_induction with
  | mem R h =>
    rcases h with ⟨σ, rfl⟩ | ⟨k, rfl⟩
    · have e : permute σ (diag j) = diag j := rfl
      rw [e, sub_self]
      exact fcc.zero_mem
    · refine mem_fcc.2 ⟨fun i => if i = k then 0 else -j, ?_, fun i => ?_⟩
      · have hs : ∑ i, (if i = k then 0 else -j) = 2 * (-j) := by
          fin_cases k <;> simp [Fin.sum_univ_three] <;> ring
        rw [hs]
        exact even_two_mul _
      · change (if i = k then (j : ℝ) / 4 else -((j : ℝ) / 4)) - (j : ℝ) / 4 = _
        by_cases h : i = k
        · simp [h]
        · simp only [if_neg h]
          push_cast
          ring
  | one =>
    change diag j - diag j ∈ fcc
    rw [sub_self]
    exact fcc.zero_mem
  | mul R S hR hS ihR ihS =>
    have e : (R * S) (diag j) - diag j
        = R (S (diag j) - diag j) + (R (diag j) - diag j) := by
      rw [map_sub, sub_add_sub_cancel]
      rfl
    rw [e]
    exact fcc.add_mem ((pointGroup_preserves_fcc hR _).2 ihS) ihR
  | inv R hR ih =>
    have e : R (R⁻¹ (diag j) - diag j) = -(R (diag j) - diag j) := by
      have e' : R (R⁻¹ (diag j)) = diag j := R.apply_symm_apply _
      rw [map_sub, e', neg_sub]
    rw [← pointGroup_preserves_fcc hR, e]
    exact fcc.neg_mem ih
```

## (d) What the double flips enforce

Suppose only that $F_kp-p\in L$ for each $k$. Show that
$$p-D_j\in L\quad\text{for some } j\in\{0,1,2,3\}.$$

For $k=2$ the condition reads $(-2p_0,-2p_1,0)=n/2$, so $p_0=-n_0/4$, $p_1=-n_1/4$, $n_2=0$, and $n_0+n_1$ is even. For $k=0$ it reads $(0,-2p_1,-2p_2)=m/2$ with integer $m_i$, so $m_0=0$, $m_1=n_1$, $p_2=-m_2/4$, and $n_1+m_2$ is even. Hence $n_0,n_1,m_2$ have equal parity.

Divide their sum by four: $n_0+n_1+m_2=j+4d$ with $0\le j<4$. Then $j$ has the same parity as each of the three, so
$$a=\frac{-n_0-j}{2},\quad b=\frac{-n_1-j}{2},\quad c=\frac{-m_2-j}{2}$$
are integers (here $a$ is no longer the lattice constant), and $p-D_j=\tfrac12(a,b,c)$. Finally $a+b+c=-2j-2d$ is even.

Lean follows these steps: `linarith` extracts the real equations, `exact_mod_cast` turns them into integer ones, and `omega` does the parity and remainder arithmetic.

```lean
/-- If the double sign flips alone move `p` by lattice vectors, then `p` equals
`j (1,1,1) / 4` modulo the lattice for some `j` among 0, 1, 2, 3. -/
theorem class_of_doubleFlips (p : V) (h : ∀ k, doubleFlip k p - p ∈ fcc) :
    ∃ j : ℕ, j < 4 ∧ p - diag j ∈ fcc := by
  have happ : ∀ k i, (doubleFlip k p - p) i = (if i = k then p i else -p i) - p i :=
    fun _ _ => rfl
  obtain ⟨n, ⟨s, hs⟩, hp⟩ := h 2
  obtain ⟨m, ⟨t, ht⟩, hq⟩ := h 0
  rw [Fin.sum_univ_three] at hs ht
  have p0 := hp 0
  have p1 := hp 1
  have p2 := hp 2
  have q0 := hq 0
  have q1 := hq 1
  have q2 := hq 2
  rw [happ, if_neg (by decide)] at p0 p1 q1 q2
  rw [happ, if_pos rfl] at p2 q0
  have n2 : n 2 = 0 := by exact_mod_cast (by linarith : (n 2 : ℝ) = 0)
  have m0 : m 0 = 0 := by exact_mod_cast (by linarith : (m 0 : ℝ) = 0)
  have m1 : m 1 = n 1 := by exact_mod_cast (by linarith : (m 1 : ℝ) = n 1)
  -- the coordinate sum modulo four selects the class
  obtain ⟨j, hj, d, hd⟩ : ∃ j : ℕ, j < 4 ∧ ∃ d : ℤ, n 0 + n 1 + m 2 = j + 4 * d :=
    ⟨((n 0 + n 1 + m 2) % 4).toNat, by omega, (n 0 + n 1 + m 2) / 4, by omega⟩
  obtain ⟨a, ha⟩ : ∃ a : ℤ, -n 0 - j = 2 * a := ⟨(-n 0 - j) / 2, by omega⟩
  obtain ⟨b, hb⟩ : ∃ b : ℤ, -n 1 - j = 2 * b := ⟨(-n 1 - j) / 2, by omega⟩
  obtain ⟨c, hc⟩ : ∃ c : ℤ, -m 2 - j = 2 * c := ⟨(-m 2 - j) / 2, by omega⟩
  have ha' : -(n 0 : ℝ) - j = 2 * a := by exact_mod_cast ha
  have hb' : -(n 1 : ℝ) - j = 2 * b := by exact_mod_cast hb
  have hc' : -(m 2 : ℝ) - j = 2 * c := by exact_mod_cast hc
  refine ⟨j, hj, mem_fcc.2 ⟨![a, b, c], ?_, fun i => ?_⟩⟩
  · rw [Fin.sum_univ_three]
    change Even (a + b + c)
    exact ⟨-j - d, by omega⟩
  · fin_cases i
    · change p 0 - ((j : ℤ) : ℝ) / 4 = (a : ℝ) / 2
      push_cast
      linarith
    · change p 1 - ((j : ℤ) : ℝ) / 4 = (b : ℝ) / 2
      push_cast
      linarith
    · change p 2 - ((j : ℤ) : ℝ) / 4 = (c : ℝ) / 2
      push_cast
      linarith
```

## (e) When two diagonal vectors agree

Show that for integers $j$ and $k$,
$$D_j-D_k\in L\iff 4\mid j-k.$$

If the difference is $n/2$, then $j-k=2n_i$ for every $i$. The three $n_i$ are equal and their sum $3n_0$ is even, so $n_0$ is even and $4\mid j-k$. Conversely, if $j-k=4m$, take $n_i=2m$, whose sum $6m$ is even.

```lean
/-- The vectors `j (1,1,1) / 4` and `k (1,1,1) / 4` agree modulo the lattice exactly when
`j` and `k` agree modulo four. -/
theorem diag_sub_mem_iff (j k : ℤ) : diag j - diag k ∈ fcc ↔ (4 : ℤ) ∣ j - k := by
  constructor
  · rintro ⟨n, ⟨s, hs⟩, hn⟩
    have h : ∀ i, j - k = 2 * n i := by
      intro i
      have hi : (j : ℝ) / 4 - (k : ℝ) / 4 = (n i : ℝ) / 2 := hn i
      exact_mod_cast (by linarith : (j : ℝ) - k = 2 * n i)
    rw [Fin.sum_univ_three] at hs
    have h0 := h 0
    have h1 := h 1
    have h2 := h 2
    omega
  · rintro ⟨m, hm⟩
    refine mem_fcc.2 ⟨fun _ => 2 * m, ?_, fun i => ?_⟩
    · rw [Fin.sum_univ_three]
      exact ⟨3 * m, by ring⟩
    · change (j : ℝ) / 4 - (k : ℝ) / 4 = _
      have hm' : (j : ℝ) - k = 4 * m := by exact_mod_cast hm
      push_cast
      linarith
```

## (f) The invariant polarizations

Show that for every $p\in\mathbb R^3$,
$$\bigl(\forall R\in G:\ Rp-p\in L\bigr)\iff \exists!\,j\in\{0,1,2,3\}:\ p-D_j\in L.$$

If $p$ is invariant modulo $L$, part (d) supplies $j$. If $k$ works as well, subtraction gives $D_k-D_j\in L$, so $4\mid k-j$ by (e), and $k=j$ in this range. Conversely,
$$Rp-p=\bigl[R(p-D_j)-(p-D_j)\bigr]+\bigl[RD_j-D_j\bigr],$$
where the first bracket lies in $L$ by (b) and the second by (c).

The Lean statement expresses the range as `j < 4` for a natural number `j`, and `∃!` carries both existence and uniqueness.

```lean
/-- A polarization `p` is invariant modulo the fcc lattice under the whole point group exactly
when it equals `j (1,1,1) / 4` modulo the lattice for one and only one `j` among 0, 1, 2, 3. -/
theorem invariant_iff_existsUnique_class (p : V) :
    (∀ R ∈ pointGroup, R p - p ∈ fcc) ↔ ∃! j : ℕ, j < 4 ∧ p - diag j ∈ fcc := by
  constructor
  · intro h
    obtain ⟨j, hj, hp⟩ := class_of_doubleFlips p fun k =>
      h _ (Subgroup.subset_closure (Or.inr ⟨k, rfl⟩))
    refine ⟨j, ⟨hj, hp⟩, ?_⟩
    rintro k ⟨hk, hpk⟩
    -- two classes of the same polarization differ by a lattice vector
    have hd := fcc.sub_mem hp hpk
    rw [sub_sub_sub_cancel_left, diag_sub_mem_iff] at hd
    omega
  · rintro ⟨j, ⟨_, hp⟩, _⟩ R hR
    have e : R p - p = (R (p - diag j) - (p - diag j)) + (R (diag j) - diag j) := by
      rw [map_sub]
      abel
    rw [e]
    exact fcc.add_mem (fcc.sub_mem ((pointGroup_preserves_fcc hR _).2 hp) hp)
      (diag_invariant j hR)
```

The same reasoning by hand settles the simple cubic lattice $\mathbb Z^3$ with the same group. The flips require $2p_i\in\mathbb Z$ and the permutations require $p_i-p_j\in\mathbb Z$, which leaves two classes, $0$ and $\tfrac12(1,1,1)$.

## (g) The class of a zincblende dipole

Put charge $Z$ on any site $r_c\in L$ and $-Z$ on any site $r_a$ with $r_a-D_1\in L$. Show that
$$Zr_c-Zr_a-D_j\in L\iff 4\mid Z+j.$$

Split off the offset between the sublattices:
$$Zr_c-Zr_a-D_j=\bigl[Zr_c-Z(r_a-D_1)\bigr]+(D_{-Z}-D_j).$$
The bracket lies in $L$ whichever periodic images were chosen. By (e) the rest lies in $L$ exactly when $4\mid -Z-j$, which is the same as $4\mid Z+j$. In Lean, `add_mem_cancel_left` discards the bracket.

```lean
/-- For zincblende with charge `Z` on any fcc site and `-Z` on any site shifted by `(1,1,1) / 4`,
the ionic dipole equals `j (1,1,1) / 4` modulo the lattice exactly when 4 divides `Z + j`. -/
theorem zincblende_class (Z j : ℤ) {rc ra : V} (hc : rc ∈ fcc) (ha : ra - diag 1 ∈ fcc) :
    ionicDipole Z rc ra - diag j ∈ fcc ↔ (4 : ℤ) ∣ Z + j := by
  have e : ionicDipole Z rc ra - diag j
      = (Z • rc - Z • (ra - diag 1)) + (diag (-Z) - diag j) := by
    ext i
    change (Z • rc i - Z • ra i) - (j : ℝ) / 4
      = (Z • rc i - Z • (ra i - ((1 : ℤ) : ℝ) / 4)) + (((-Z : ℤ) : ℝ) / 4 - (j : ℝ) / 4)
    simp only [zsmul_eq_mul]
    push_cast
    ring
  rw [e, add_mem_cancel_left (fcc.sub_mem (fcc.zsmul_mem hc Z) (fcc.zsmul_mem ha Z)),
    diag_sub_mem_iff]
  omega
```

## (h) Charges plus and minus three

For $Z=3$, the nominal ionic charge in a III–V compound, show that
$$3r_c-3r_a-D_1\in L,\qquad 3r_c-3r_a\notin L.$$

Use (g) twice. With $j=1$, four divides $3+1$. With $j=0$, where $D_0=0$, four does not divide $3$.

The sign is where this calculation most readily goes wrong. The negative ion sits at the offset $D_1$, so the dipole is $-3D_1$, which is $D_1$ modulo $L$. Reading it as $+3D_1$ gives class $3$, which belongs to the crystal with the two charges interchanged.

```lean
/-- With charge +3 on the fcc sites and -3 on the shifted sites, the zincblende ionic dipole
is in the class `j = 1` and is not a lattice vector. -/
theorem zincblende_three {rc ra : V} (hc : rc ∈ fcc) (ha : ra - diag 1 ∈ fcc) :
    ionicDipole 3 rc ra - diag 1 ∈ fcc ∧ ionicDipole 3 rc ra ∉ fcc := by
  refine ⟨(zincblende_class 3 1 hc ha).2 (by norm_num), fun h => ?_⟩
  have e : diag 0 = 0 := by
    ext i
    simp [diag]
  have h0 := (zincblende_class 3 0 hc ha).1 (by rw [e, sub_zero]; exact h)
  omega

end

end TetrahedralPolarization
```

In this model of integer point charges, a polarization that is nonzero modulo $L$ is compatible with full tetrahedral symmetry, so a nonzero value alone does not indicate a polar distortion.

```lean
#print axioms TetrahedralPolarization.invariant_iff_existsUnique_class
#print axioms TetrahedralPolarization.zincblende_three
```

```
'TetrahedralPolarization.invariant_iff_existsUnique_class' depends on axioms: [propext, Classical.choice, Quot.sound]
'TetrahedralPolarization.zincblende_three' depends on axioms: [propext, Classical.choice, Quot.sound]
```
